# The deperturbed energy of a complex absorbing potential as a c-product expectation value, for complex symmetric matrices

Let $H$ and $W$ be finite complex symmetric matrices, and let $v(t)$, $E(t)$ satisfy $(H-i\,t\,W)\,v(t)=E(t)\,v(t)$ for all real $t$ near $s$. If $v$ is continuous at $s$ and $v(s)^{\mathsf T}v(s)=1$, then $E$ is differentiable at $s$, with

$$E'(s)=-i\,v(s)^{\mathsf T}W\,v(s),\qquad E(s)-s\,E'(s)=v(s)^{\mathsf T}H\,v(s).$$

The physical problem is a metastable state, such as a temporary anion, that decays by emitting an electron. Its outgoing wave is not square-integrable. A complex absorbing potential (CAP) $-i\,s\,W$ damps the outgoing tail, so that the resonance can appear as an eigenvalue $E_r-i\Gamma/2$, with position $E_r$ and width $\Gamma$. The potential also shifts this eigenvalue, and the deperturbed energy $E(s)-sE'(s)$ corrects for the shift to first order. The second formula gives it from one eigenvector at one strength, without numerical differentiation. The strength $s$ is often written $\eta$.

This applies to CAP calculations in electronic structure whose matrices $H$ and $W$ are symmetric and do not depend on $s$, such as configuration interaction in real orthonormal orbitals that are kept fixed as $s$ varies. The equation-of-motion coupled-cluster matrix is in general not symmetric, and the theorem does not apply to it as it stands.

## From two strengths to the derivative

Write $H(s)=H-i\,s\,W$. The c-product $x^{\mathsf T}y=\sum_j x_jy_j$ has no complex conjugation. Take $H(s)x=e\,x$ and $H(t)y=f\,y$. Since $H(s)$ is symmetric, it may act to the left:

$$x^{\mathsf T}H(s)\,y=(H(s)x)^{\mathsf T}y=e\,x^{\mathsf T}y,\qquad x^{\mathsf T}H(t)\,y=f\,x^{\mathsf T}y.$$

Subtract the first equation from the second and use $H(t)-H(s)=-i(t-s)W$:

$$(f-e)\,x^{\mathsf T}y=-i\,(t-s)\,x^{\mathsf T}W\,y.$$

This is exact for any two strengths. Now put $x=v(s)$ and $y=v(t)$. If $v(s)^{\mathsf T}v(s)\neq0$, continuity keeps $v(s)^{\mathsf T}v(t)$ away from zero for $t$ near $s$, and for $t\ne s$

$$\frac{E(t)-E(s)}{t-s}=\frac{-i\,v(s)^{\mathsf T}W\,v(t)}{v(s)^{\mathsf T}v(t)}\;\longrightarrow\;\frac{-i\,v(s)^{\mathsf T}W\,v(s)}{v(s)^{\mathsf T}v(s)}\qquad(t\to s).$$

The eigenvector is never differentiated. With $v(s)^{\mathsf T}v(s)=1$ the limit is the formula for $E'(s)$. Multiplying the eigenvalue equation at $s$ from the left by $v(s)^{\mathsf T}$ gives

$$E(s)=v(s)^{\mathsf T}Hv(s)-i\,s\,v(s)^{\mathsf T}Wv(s)=v(s)^{\mathsf T}Hv(s)+s\,E'(s),$$

which is the formula for the deperturbed energy.

## No linear term at zero strength

Suppose that the eigenvector is continuous and normalised for all $t$ near $0$. Set $g(t)=-i\,v(t)^{\mathsf T}Wv(t)$, so that $E'(t)=g(t)$ there, and let $U(t)=E(t)-t\,g(t)$ be the deperturbed energy. The difference quotient of $t\,g(t)$ at $0$ is $g(t)$, which tends to $g(0)$. Hence $U'(0)=E'(0)-g(0)=0$.

## Two levels and their exceptional point

Take

$$H(s)=\begin{pmatrix}1&-is\\-is&-1\end{pmatrix},\qquad E=\sqrt{1-s^2},\qquad u=\begin{pmatrix}1+E\\-is\end{pmatrix},\qquad s^2<1.$$

The first row of $H(s)u$ is $1+E-s^2=E^2+E=E(1+E)$, and the second is $-is(1+E)+is=E(-is)$. So $u$ is an eigenvector with energy $E$. Its c-norm is

$$u^{\mathsf T}u=(1+E)^2-s^2=2E(1+E)\neq0,$$

and the normalised vector is $v=u/\sqrt{2E(1+E)}$. It gives $-i\,v^{\mathsf T}Wv=-s/E$, the derivative of $\sqrt{1-s^2}$, and $v^{\mathsf T}Hv=1/E=1+s^2/2+\cdots$, which has no linear term. In this model $E=1-s^2/2-\cdots$ has none either, because the diagonal of $W$ is zero.

At $s=1$ the two eigenvalues $\pm\sqrt{1-s^2}$ meet and only one eigenvector direction is left. Such a point is called an exceptional point. Here $H(1)^2=0$. If $H(1)v=e\,v$ with $e\neq0$, then $e^2v=0$, so $v=0$. If $e=0$, the first row gives $v_0=i\,v_1$, and $v^{\mathsf T}v=v_0^2+v_1^2=0$. Every eigenvector is therefore self-orthogonal, and the normalisation cannot be achieved.

## The Hamiltonian and the deperturbed energy in Lean

The finite type `n` labels the functions of an orthonormal basis, so no overlap matrix appears in the eigenvalue equation.

```lean
import Mathlib

open Matrix Filter Topology
open Complex (I)

namespace ComplexAbsorbingPotential

noncomputable section

variable {n : Type*} [Fintype n]
```

The strength is a real number, and $H$ and $W$ are arbitrary complex square matrices. Symmetry enters later as a hypothesis. Positivity of $W$, which a true absorber would have, is never required.

```lean
/-- The Hamiltonian `H - i s W` with the complex absorbing potential `-i s W` of real strength `s`.
-/
def capHamiltonian (H W : Matrix n n ℂ) (s : ℝ) : Matrix n n ℂ :=
  H - (I * (s : ℂ)) • W
```

The deperturbed energy is defined for any function $E$ of the strength. Lean's `deriv` returns zero where no derivative exists, so the definition has its intended meaning only together with a proof of differentiability, which the main theorem supplies.

```lean
/-- The deperturbed energy `E(s) - s E'(s)` of an energy trajectory `E` that is
differentiable at `s`. -/
def deperturbedEnergy (E : ℝ → ℂ) (s : ℝ) : ℂ :=
  E s - (s : ℂ) * deriv E s
```

## The exact energy difference

The symbol `⬝ᵥ` is the c-product and `*ᵥ` applies a matrix to a vector. The first lemma splits a matrix element of $H(s)$ into its $H$ and $W$ parts.

```lean
/-- A matrix element of the absorbing Hamiltonian in the c-product (no complex conjugation)
splits into the part of `H` and the part of `W`. -/
theorem cproduct_capHamiltonian (H W : Matrix n n ℂ) (s : ℝ) (x y : n → ℂ) :
    x ⬝ᵥ capHamiltonian H W s *ᵥ y = x ⬝ᵥ H *ᵥ y - I * s * (x ⬝ᵥ W *ᵥ y) := by
  simp only [capHamiltonian, Matrix.sub_mulVec, Matrix.smul_mulVec, dotProduct_sub,
    dotProduct_smul, smul_eq_mul]
```

In the next lemma `h1` is the equation in which $H(s)$ acts to the left, and `h2` the one in which $H(t)$ acts to the right. After both are split, `linear_combination` carries out the subtraction.

```lean
/-- For symmetric `H` and `W`, eigenvectors `x` and `y` at two strengths `s` and `t` relate the
energy difference exactly to the transition element of `W`. -/
theorem energy_difference {H W : Matrix n n ℂ} (hH : H.IsSymm) (hW : W.IsSymm)
    {s t : ℝ} {x y : n → ℂ} {e f : ℂ}
    (hx : capHamiltonian H W s *ᵥ x = e • x) (hy : capHamiltonian H W t *ᵥ y = f • y) :
    (f - e) * (x ⬝ᵥ y) = -I * ((t : ℂ) - s) * (x ⬝ᵥ W *ᵥ y) := by
  have hsymm : (capHamiltonian H W s)ᵀ = capHamiltonian H W s := by
    simp [capHamiltonian, hH.eq, hW.eq]
  -- symmetry lets the Hamiltonian at strength `s` act to the left
  have h1 : x ⬝ᵥ capHamiltonian H W s *ᵥ y = e * (x ⬝ᵥ y) := by
    rw [Matrix.dotProduct_mulVec, ← Matrix.mulVec_transpose, hsymm, hx, smul_dotProduct,
      smul_eq_mul]
  have h2 : x ⬝ᵥ capHamiltonian H W t *ᵥ y = f * (x ⬝ᵥ y) := by
    rw [hy, dotProduct_smul, smul_eq_mul]
  rw [cproduct_capHamiltonian] at h1 h2
  linear_combination h1 - h2
```

## The Hellmann–Feynman formula

The passage to the limit is stated once for general functions: if $f(t)-f(s)=(t-s)\,g(t)$ near $s$ and $g$ is continuous at $s$, then $f'(s)=g(s)$. The proof identifies the difference quotient with $g(t)$ for $t\neq s$.

```lean
/-- If the increment of `f` from `s` to `t` is `(t - s) g(t)` near `s`, with `g` continuous
at `s`, then `f` has derivative `g(s)` at `s`. -/
theorem hasDerivAt_of_increment {f g : ℝ → ℂ} {s : ℝ} (hg : ContinuousAt g s)
    (h : ∀ᶠ t in 𝓝 s, f t - f s = ((t : ℂ) - s) * g t) : HasDerivAt f (g s) s := by
  rw [hasDerivAt_iff_tendsto_slope]
  refine (hg.tendsto.mono_left nhdsWithin_le_nhds).congr' ?_
  filter_upwards [h.filter_mono nhdsWithin_le_nhds, self_mem_nhdsWithin] with t ht hts
  have hne : t ≠ s := hts
  have hne' : (t : ℂ) - s ≠ 0 := sub_ne_zero.mpr (by exact_mod_cast hne)
  simp only [slope, vsub_eq_sub]
  rw [ht, Complex.real_smul, Complex.ofReal_inv, Complex.ofReal_sub,
    inv_mul_cancel_left₀ hne']
```

In the theorem, `∀ᶠ t in 𝓝 s` means "for all $t$ in some neighbourhood of $s$", and `HasDerivAt E d s` says that $E$ is differentiable at $s$ with derivative $d$. The only regularity assumed is `ContinuousAt v s`. The proof establishes continuity of $v(s)^{\mathsf T}v(t)$ and $v(s)^{\mathsf T}Wv(t)$ in $t$, then divides the exact identity by the first of these, which is nonzero near $s$. The name refers to the c-product form of the Hellmann–Feynman theorem, not to the Hermitian one.

```lean
/-- Hellmann-Feynman theorem in the c-product: for symmetric `H` and `W` and an eigenvector
continuous at `s` with `vᵀv ≠ 0` there, `E'(s) = -i vᵀWv / vᵀv`. -/
theorem hellmann_feynman {H W : Matrix n n ℂ} (hH : H.IsSymm) (hW : W.IsSymm)
    {v : ℝ → n → ℂ} {E : ℝ → ℂ} {s : ℝ} (hv : ContinuousAt v s)
    (heig : ∀ᶠ t in 𝓝 s, capHamiltonian H W t *ᵥ v t = E t • v t)
    (hn : v s ⬝ᵥ v s ≠ 0) :
    HasDerivAt E (-I * (v s ⬝ᵥ W *ᵥ v s) / (v s ⬝ᵥ v s)) s := by
  have c1 : Continuous (fun x : n → ℂ => v s ⬝ᵥ x) := by
    simp only [dotProduct]
    fun_prop
  have c2 : Continuous (fun x : n → ℂ => v s ⬝ᵥ W *ᵥ x) := by
    simp only [dotProduct, Matrix.mulVec]
    fun_prop
  have hd : ContinuousAt (fun t => v s ⬝ᵥ v t) s := by
    have h := (c1.continuousAt (x := v s)).comp hv
    exact h
  have hw : ContinuousAt (fun t => v s ⬝ᵥ W *ᵥ v t) s := by
    have h := (c2.continuousAt (x := v s)).comp hv
    exact h
  -- for `t ≠ s` near `s` the difference quotient equals `g t`, and `g` is continuous at `s`
  refine hasDerivAt_of_increment
    (g := fun t => -I * (v s ⬝ᵥ W *ᵥ v t) / (v s ⬝ᵥ v t))
    ((continuousAt_const.mul hw).div hd hn) ?_
  filter_upwards [heig, hd.eventually_ne hn] with t ht hne
  have key := energy_difference hH hW heig.self_of_nhds ht
  change E t - E s = ((t : ℂ) - s) * (-I * (v s ⬝ᵥ W *ᵥ v t) / (v s ⬝ᵥ v t))
  rw [← mul_div_assoc, eq_div_iff hne, key]
  ring
```

## The deperturbed energy formula

The main theorem needs $v^{\mathsf T}v=1$ only at the strength $s$ itself. Its first part sets the denominator to one. Its second part takes the c-product of the eigenvalue equation with $v(s)$ and inserts the derivative just found.

```lean
/-- For symmetric `H` and `W` and an eigenvector continuous at `s` with `vᵀv = 1` there,
`E'(s) = -i vᵀWv` and the deperturbed energy equals `vᵀHv`. -/
theorem deperturbedEnergy_eq {H W : Matrix n n ℂ} (hH : H.IsSymm) (hW : W.IsSymm)
    {v : ℝ → n → ℂ} {E : ℝ → ℂ} {s : ℝ} (hv : ContinuousAt v s)
    (heig : ∀ᶠ t in 𝓝 s, capHamiltonian H W t *ᵥ v t = E t • v t)
    (hn : v s ⬝ᵥ v s = 1) :
    HasDerivAt E (-I * (v s ⬝ᵥ W *ᵥ v s)) s ∧
      deperturbedEnergy E s = v s ⬝ᵥ H *ᵥ v s := by
  have hd : HasDerivAt E (-I * (v s ⬝ᵥ W *ᵥ v s)) s := by
    have h := hellmann_feynman hH hW hv heig (by rw [hn]; exact one_ne_zero)
    rwa [hn, div_one] at h
  refine ⟨hd, ?_⟩
  have h0 : capHamiltonian H W s *ᵥ v s = E s • v s := heig.self_of_nhds
  have h := cproduct_capHamiltonian H W s (v s) (v s)
  rw [h0, dotProduct_smul, hn, smul_eq_mul, mul_one] at h
  rw [deperturbedEnergy, hd.deriv]
  linear_combination h
```

The hypotheses concern a given finite matrix. That its eigenvalue at a suitably chosen $s$ approximates a resonance of the continuum problem is a separate step, which depends on the basis and on the potential.

## Stationarity at zero strength

Here continuity and normalisation are assumed throughout a neighbourhood of zero, because the derivative of $E$ is needed at nearby strengths too. `hT` is the derivative of $t\,g(t)$ at zero, obtained from the increment lemma. `hU` subtracts it from $E'(0)$, and the last lines replace $g(t)$ by `deriv E t` near zero.

```lean
/-- For symmetric `H` and `W` and a continuous eigenvector with `vᵀv = 1` near zero strength,
the deperturbed energy has no term of first order in the strength. -/
theorem deperturbedEnergy_stationary {H W : Matrix n n ℂ} (hH : H.IsSymm) (hW : W.IsSymm)
    {v : ℝ → n → ℂ} {E : ℝ → ℂ} (hv : ∀ᶠ t in 𝓝 (0 : ℝ), ContinuousAt v t)
    (heig : ∀ᶠ t in 𝓝 (0 : ℝ), capHamiltonian H W t *ᵥ v t = E t • v t)
    (hn : ∀ᶠ t in 𝓝 (0 : ℝ), v t ⬝ᵥ v t = 1) :
    HasDerivAt (deperturbedEnergy E) 0 0 := by
  have c : Continuous (fun x : n → ℂ => -I * (x ⬝ᵥ W *ᵥ x)) := by
    simp only [dotProduct, Matrix.mulVec]
    fun_prop
  have hw : ContinuousAt (fun t => -I * (v t ⬝ᵥ W *ᵥ v t)) 0 := by
    have h := (c.continuousAt (x := v 0)).comp hv.self_of_nhds
    exact h
  have hE := (deperturbedEnergy_eq hH hW hv.self_of_nhds heig hn.self_of_nhds).1
  -- the subtracted term has the same slope at zero as the energy itself
  have hT : HasDerivAt (fun t : ℝ => (t : ℂ) * (-I * (v t ⬝ᵥ W *ᵥ v t)))
      (-I * (v 0 ⬝ᵥ W *ᵥ v 0)) 0 :=
    hasDerivAt_of_increment hw (Eventually.of_forall fun t => by simp)
  have hU := (hE.fun_sub hT).congr_deriv (sub_self _)
  refine hU.congr_of_eventuallyEq ?_
  filter_upwards [hv, heig.eventually_nhds, hn] with t h1 h2 h3
  rw [deperturbedEnergy, (deperturbedEnergy_eq hH hW h1 h2 h3).1.deriv]
```

The conclusion concerns the eigenvalue branch of the finite matrix around $s=0$. If $H$ is real, this branch passes through a real eigenvalue of $H$ at $s=0$, where the width is zero, so a resonance with a width has to be sought at nonzero $s$. It puts no bound on the error at the finite strength used in a calculation.

## The two-level model in Lean

The matrix $W$ of this model has eigenvalues $\pm1$, so it illustrates the algebra and is not an absorber in the physical sense.

```lean
/-- Two uncoupled levels at energies `1` and `-1`. -/
def twoLevelH : Matrix (Fin 2) (Fin 2) ℂ := !![1, 0; 0, -1]

/-- A potential that couples the two levels. -/
def twoLevelW : Matrix (Fin 2) (Fin 2) ℂ := !![0, 1; 1, 0]

/-- The energy `√(1 - s²)` of the two-level model, for `s² ≤ 1`. -/
def twoLevelEnergy (s : ℝ) : ℂ := (Real.sqrt (1 - s ^ 2) : ℝ)
```

The state in the code is the unnormalised vector $u$.

```lean
/-- The unnormalised state `(1 + E(s), -i s)` of the two-level model, for `s² ≤ 1`. -/
def twoLevelState (s : ℝ) : Fin 2 → ℂ := ![1 + twoLevelEnergy s, -I * s]
```

The next theorem confirms that the model meets the hypotheses of `hellmann_feynman` at every $s$ with $s^2<1$. In the proof, `hE` is $E^2=1-s^2$, the two rows of the eigenvalue equation are checked separately, and `hnorm` is $u^{\mathsf T}u=2E(1+E)$, whose factors are nonzero because $E>0$.

```lean
/-- For `s² < 1` the two-level state is an eigenvector with energy `√(1 - s²)` and nonzero
`vᵀv`; the matrices are symmetric and the state is continuous in `s`. -/
theorem hellmann_feynman_witness :
    twoLevelH.IsSymm ∧ twoLevelW.IsSymm ∧ Continuous twoLevelState ∧
      ∀ s : ℝ, s ^ 2 < 1 →
        capHamiltonian twoLevelH twoLevelW s *ᵥ twoLevelState s
          = twoLevelEnergy s • twoLevelState s ∧
        twoLevelState s ⬝ᵥ twoLevelState s ≠ 0 := by
  refine ⟨?_, ?_, ?_, fun s hs => ?_⟩
  · ext i j
    fin_cases i <;> fin_cases j <;> simp [twoLevelH]
  · ext i j
    fin_cases i <;> fin_cases j <;> simp [twoLevelW]
  · refine continuous_pi fun i => ?_
    fin_cases i <;> simp [twoLevelState, twoLevelEnergy] <;> fun_prop
  have hE : twoLevelEnergy s ^ 2 = 1 - (s : ℂ) ^ 2 := by
    have h := Real.sq_sqrt (show (0 : ℝ) ≤ 1 - s ^ 2 by linarith)
    unfold twoLevelEnergy
    exact_mod_cast h
  constructor
  · ext i
    fin_cases i
    · simp [capHamiltonian, twoLevelH, twoLevelW, twoLevelState, Matrix.mulVec, dotProduct,
        Fin.sum_univ_two]
      linear_combination -hE + (s : ℂ) ^ 2 * Complex.I_sq
    · simp [capHamiltonian, twoLevelH, twoLevelW, twoLevelState, Matrix.mulVec, dotProduct,
        Fin.sum_univ_two]
      ring
  · have hnorm : twoLevelState s ⬝ᵥ twoLevelState s
        = 2 * twoLevelEnergy s * (1 + twoLevelEnergy s) := by
      simp [twoLevelState, dotProduct, Fin.sum_univ_two]
      linear_combination -hE + (s : ℂ) ^ 2 * Complex.I_sq
    have hr : 0 < Real.sqrt (1 - s ^ 2) := Real.sqrt_pos.mpr (by linarith)
    have h0 : twoLevelEnergy s ≠ 0 := by
      unfold twoLevelEnergy
      exact_mod_cast hr.ne'
    have h1 : 1 + twoLevelEnergy s ≠ 0 := by
      have h : 1 + Real.sqrt (1 - s ^ 2) ≠ 0 := by positivity
      unfold twoLevelEnergy
      exact_mod_cast h
    rw [hnorm]
    exact mul_ne_zero (mul_ne_zero two_ne_zero h0) h1
```

The last theorem treats $s=1$, with `h0` and `h1` the two rows of the eigenvalue equation. For $e=0$ the proof uses the factorisation $v_0^2+v_1^2=(v_0+iv_1)(v_0-iv_1)$, whose second factor vanishes by the first row. For $e\neq0$, `a0` and `a1` are the components of $e^2v=0$.

```lean
/-- At strength `s = 1` every eigenvector of the two-level model is self-orthogonal,
`vᵀv = 0`. -/
theorem exceptional_point_selfOrthogonal {v : Fin 2 → ℂ} {e : ℂ}
    (h : capHamiltonian twoLevelH twoLevelW 1 *ᵥ v = e • v) : v ⬝ᵥ v = 0 := by
  have h0 : v 0 - I * v 1 = e * v 0 := by
    have h' := congrFun h 0
    simp [capHamiltonian, twoLevelH, twoLevelW, Matrix.mulVec, dotProduct,
      Fin.sum_univ_two] at h'
    linear_combination h'
  have h1 : -I * v 0 - v 1 = e * v 1 := by
    have h' := congrFun h 1
    simp [capHamiltonian, twoLevelH, twoLevelW, Matrix.mulVec, dotProduct,
      Fin.sum_univ_two] at h'
    linear_combination h'
  simp only [dotProduct, Fin.sum_univ_two]
  by_cases he : e = 0
  · rw [he] at h0
    linear_combination (v 0 + I * v 1) * h0 + v 1 ^ 2 * Complex.I_sq
  · -- the Hamiltonian squares to zero, so a nonzero eigenvalue forces `v = 0`
    have a0 : e ^ 2 * v 0 = 0 := by
      linear_combination -e * h0 - h0 + I * h1 + v 0 * Complex.I_sq
    have a1 : e ^ 2 * v 1 = 0 := by
      linear_combination -e * h1 + I * h0 + h1 + v 1 * Complex.I_sq
    rw [(mul_eq_zero.mp a0).resolve_left (pow_ne_zero 2 he),
      (mul_eq_zero.mp a1).resolve_left (pow_ne_zero 2 he)]
    ring

end

end ComplexAbsorbingPotential
```

```lean
#print axioms ComplexAbsorbingPotential.deperturbedEnergy_stationary
#print axioms ComplexAbsorbingPotential.exceptional_point_selfOrthogonal
```

```
'ComplexAbsorbingPotential.deperturbedEnergy_stationary' depends on axioms: [propext, Classical.choice, Quot.sound]
'ComplexAbsorbingPotential.exceptional_point_selfOrthogonal' depends on axioms: [propext, Classical.choice, Quot.sound]
```
